# For an open chain of identical two-site bonds, the ground-state energy per bond converges to its supremum

Let $h$ be a Hermitian matrix on $\mathbb C^d\otimes\mathbb C^d$ with $d\ge1$, and let $E(n)$ be the lowest eigenvalue of the open chain $H_n=\sum_{i=0}^{n-1}h_{i,i+1}$ on $n+1$ sites. Then

$$E(m+n)\ge E(m)+E(n),\qquad \lim_{n\to\infty}\frac{E(n)}n=\sup_{n\ge1}\frac{E(n)}n .$$

So for a nearest-neighbour spin chain with identical bonds, the lowest energy of any open segment with $n\ge1$ bonds, found by exact diagonalisation and divided by $n$, is a lower bound on the limiting energy per bond.

In Lean 4 with Mathlib:

```lean
import Mathlib

open Matrix Filter Topology
open scoped ComplexOrder

namespace OpenClusterEnergy

noncomputable section
```

## The chain and its lowest energy

A real number $x$ is an eigenvalue of $A$ if $Av=xv$ for some $v\ne0$.

```lean
/-- The set of real eigenvalues of a complex square matrix. -/
def realEigenvalues {ι : Type*} [Fintype ι] (A : Matrix ι ι ℂ) : Set ℝ :=
  {x | ∃ v : ι → ℂ, v ≠ 0 ∧ A *ᵥ v = (x : ℂ) • v}
```

Basis states are configurations $\sigma$, which assign one of $d$ local states to each site. A bond changes only its own two sites:

$$\langle\sigma|h_{ij}|\tau\rangle=h(\sigma_i\sigma_j,\tau_i\tau_j)\prod_{k\ne i,j}\delta_{\sigma_k\tau_k}.$$

```lean
/-- For `i ≠ j`, the two-site matrix `h` acting on sites `i` and `j` of an `N`-site cluster, and as
the identity on all other sites. -/
def bond {d N : ℕ} (h : Matrix (Fin d × Fin d) (Fin d × Fin d) ℂ) (i j : Fin N) :
    Matrix (Fin N → Fin d) (Fin N → Fin d) ℂ :=
  Matrix.of fun σ τ =>
    if ∀ k, k ≠ i → k ≠ j → σ k = τ k then h (σ i, σ j) (τ i, τ j) else 0
```

In the chain, `i.castSucc` and `i.succ` are the sites $i$ and $i+1$. All bonds have the same orientation, so $h$ need not be symmetric under exchange of its sites. A uniform field divided equally between the two sites of $h$ acts at half strength on the chain ends.

```lean
/-- The Hamiltonian of the open chain with `n` bonds `h` on `n + 1` sites. -/
def openChain {d : ℕ} (h : Matrix (Fin d × Fin d) (Fin d × Fin d) ℂ) (n : ℕ) :
    Matrix (Fin (n + 1) → Fin d) (Fin (n + 1) → Fin d) ℂ :=
  ∑ i : Fin n, bond h i.castSucc i.succ
```

The energy is defined as an infimum.

```lean
/-- The energy `E(n)`: the infimum of the real eigenvalues of the open chain with `n` bonds. -/
def energy {d : ℕ} (h : Matrix (Fin d × Fin d) (Fin d × Fin d) ℂ) (n : ℕ) : ℝ :=
  sInf (realEigenvalues (openChain h n))
```

For Hermitian $A$ this infimum is a minimum: a matrix has finitely many eigenvalues, and the spectral theorem supplies at least one real one.

```lean
/-- A Hermitian matrix on a non-zero finite-dimensional space has a lowest eigenvalue. -/
theorem isLeast_eigenvalue {ι : Type*} [Fintype ι] [DecidableEq ι] [Nonempty ι]
    {A : Matrix ι ι ℂ} (hA : A.IsHermitian) :
    IsLeast (realEigenvalues A) (sInf (realEigenvalues A)) := by
  have hfin : (realEigenvalues A).Finite := by
    refine ((Module.End.finite_hasEigenvalue (Matrix.toLin' A)).preimage
      Complex.ofReal_injective.injOn).subset ?_
    rintro x ⟨v, hv, hx⟩
    exact Module.End.hasEigenvalue_of_hasEigenvector (x := v)
      ⟨Module.End.mem_eigenspace_iff.2 (by simpa [Matrix.toLin'_apply] using hx), hv⟩
  have hne : (realEigenvalues A).Nonempty := by
    obtain ⟨i⟩ := ‹Nonempty ι›
    refine ⟨hA.eigenvalues i, (hA.eigenvectorBasis i).ofLp, fun h0 => ?_, ?_⟩
    · exact hA.eigenvectorBasis.orthonormal.ne_zero i (PiLp.ext fun k => congrFun h0 k)
    · refine (hA.mulVec_eigenvectorBasis i).trans ?_
      funext k
      simp
  exact ⟨hne.csInf_mem hfin, fun x hx => csInf_le hfin.bddBelow hx⟩
```

## Expectation values bound the energy

Let $e_0$ be the lowest eigenvalue of $A$. If $\lambda$ is an eigenvalue of $A-e_0$, then $\lambda+e_0$ is one of $A$, so $\lambda\ge0$. Hence $A-e_0$ is positive semidefinite, and $v^\dagger Av\ge e_0\,v^\dagger v$. Here $v$ is any vector; for a unit vector this is $\langle A\rangle\ge e_0$.

```lean
/-- Variational principle: for a Hermitian matrix `A` and any vector `v`, the real part of `v†Av` is
at least the lowest eigenvalue of `A` times `v†v`. -/
theorem variational {ι : Type*} [Fintype ι] [DecidableEq ι] [Nonempty ι]
    {A : Matrix ι ι ℂ} (hA : A.IsHermitian) (v : ι → ℂ) :
    sInf (realEigenvalues A) * (star v ⬝ᵥ v).re ≤ (star v ⬝ᵥ A *ᵥ v).re := by
  have hleast := (isLeast_eigenvalue hA).2
  generalize sInf (realEigenvalues A) = e at hleast ⊢
  have hBv : ∀ w : ι → ℂ,
      (A - Matrix.diagonal fun _ => (e : ℂ)) *ᵥ w = A *ᵥ w - (e : ℂ) • w := by
    intro w
    funext x
    simp [Matrix.sub_mulVec]
  have hB : (A - Matrix.diagonal fun _ => (e : ℂ)).IsHermitian := by
    refine hA.sub ?_
    rw [Matrix.IsHermitian, Matrix.diagonal_conjTranspose]
    congr 1
    funext x
    simp
  -- every eigenvalue of the shifted matrix is non-negative
  have hpos := hB.posSemidef_iff_eigenvalues_nonneg.2 (fun i => by
    obtain ⟨w, hw, hwe⟩ : hB.eigenvalues i ∈ realEigenvalues _ := by
      refine ⟨(hB.eigenvectorBasis i).ofLp, fun h0 => ?_, ?_⟩
      · exact hB.eigenvectorBasis.orthonormal.ne_zero i (PiLp.ext fun k => congrFun h0 k)
      · refine (hB.mulVec_eigenvectorBasis i).trans ?_
        funext k
        simp
    rw [hBv] at hwe
    have hmem : hB.eigenvalues i + e ∈ realEigenvalues A := by
      refine ⟨w, hw, ?_⟩
      rw [Complex.ofReal_add, add_smul, ← hwe, sub_add_cancel]
    have := hleast hmem
    show (0 : ℝ) ≤ hB.eigenvalues i
    linarith)
  have h1 := (Complex.le_def.1 (hpos.dotProduct_mulVec_nonneg v)).1
  rw [hBv, dotProduct_sub, dotProduct_smul, smul_eq_mul, Complex.sub_re,
    Complex.re_ofReal_mul, Complex.zero_re] at h1
  linarith
```

The bound applies to $H_n$: exchanging $\sigma$ and $\tau$ preserves the delta factors and conjugates the element of $h$.

```lean
variable {d : ℕ} {h : Matrix (Fin d × Fin d) (Fin d × Fin d) ℂ}

/-- The open-chain Hamiltonian is Hermitian when its two-site matrix is. -/
theorem openChain_isHermitian (hh : h.IsHermitian) (n : ℕ) : (openChain h n).IsHermitian := by
  rw [Matrix.IsHermitian, openChain, Matrix.conjTranspose_sum]
  refine Finset.sum_congr rfl fun i _ => Matrix.IsHermitian.ext fun σ τ => ?_
  by_cases hc : ∀ k, k ≠ i.castSucc → k ≠ i.succ → σ k = τ k
  · have hc' : ∀ k, k ≠ i.castSucc → k ≠ i.succ → τ k = σ k :=
      fun k h1 h2 => (hc k h1 h2).symm
    simp only [bond, Matrix.of_apply, if_pos hc, if_pos hc']
    exact hh.apply _ _
  · have hc' : ¬ ∀ k, k ≠ i.castSucc → k ≠ i.succ → τ k = σ k :=
      fun H => hc fun k h1 h2 => (H k h1 h2).symm
    simp only [bond, Matrix.of_apply, if_neg hc, if_neg hc', star_zero]
```

## A segment inside a larger cluster

Let an injective map $f$ place the $n+1$ chain sites in a cluster, and let $H_f=\sum_i h_{f(i),f(i+1)}$. Write $\sigma\triangleright s$ for the cluster configuration equal to $\sigma$ on the segment and to $s$ elsewhere (`Function.extend f σ s`), and set $v_s(\tau)=v(\tau\triangleright s)$. Since $H_f$ cannot change the other sites,

$$(H_fv)(\sigma\triangleright s)=\sum_\tau\langle\sigma|H_n|\tau\rangle\,v_s(\tau)=(H_nv_s)(\sigma).$$

In the proof, `Fintype.sum_of_injective` restricts the cluster sum to configurations $\tau\triangleright s$; the other terms vanish and the remaining matrix elements agree.

```lean
/-- A chain segment placed injectively in a larger cluster acts as the isolated open chain once
the configuration `s` of the other sites is frozen. -/
theorem segment_action {n N : ℕ} (f : Fin (n + 1) → Fin N) (hf : Function.Injective f)
    (v : (Fin N → Fin d) → ℂ) (s : Fin N → Fin d) (σ : Fin (n + 1) → Fin d) :
    ((∑ i : Fin n, bond h (f i.castSucc) (f i.succ)) *ᵥ v) (Function.extend f σ s) =
      (openChain h n *ᵥ fun τ => v (Function.extend f τ s)) σ := by
  symm
  simp only [Matrix.mulVec, dotProduct]
  refine Fintype.sum_of_injective (fun τ => Function.extend f τ s) ?_ _ _ ?_ ?_
  · intro τ τ' e
    funext y
    have := congrFun e (f y)
    simpa [hf.extend_apply] using this
  · -- configurations that differ from `s` on a frozen site are not reached
    intro τ hτ
    rw [Matrix.sum_apply, Finset.sum_eq_zero, zero_mul]
    intro i _
    refine if_neg fun hc => hτ ⟨τ ∘ f, funext fun x => ?_⟩
    by_cases hx : ∃ y, f y = x
    · obtain ⟨y, rfl⟩ := hx
      exact hf.extend_apply _ _ _
    · have := hc x (fun e => hx ⟨_, e.symm⟩) (fun e => hx ⟨_, e.symm⟩)
      rw [Function.extend_apply' _ _ _ hx] at this
      exact (Function.extend_apply' _ _ _ hx).trans this
  · intro τ
    congr 1
    rw [openChain, Matrix.sum_apply, Matrix.sum_apply]
    refine Finset.sum_congr rfl fun i _ => ?_
    have hiff : (∀ k, k ≠ i.castSucc → k ≠ i.succ → σ k = τ k) ↔
        ∀ k, k ≠ f i.castSucc → k ≠ f i.succ →
          Function.extend f σ s k = Function.extend f τ s k := by
      constructor
      · intro H x h1 h2
        by_cases hx : ∃ y, f y = x
        · obtain ⟨y, rfl⟩ := hx
          rw [hf.extend_apply, hf.extend_apply]
          exact H y (fun e => h1 (congrArg f e)) (fun e => h2 (congrArg f e))
        · rw [Function.extend_apply' _ _ _ hx, Function.extend_apply' _ _ _ hx]
      · intro H y h1 h2
        have := H (f y) (fun e => h1 (hf e)) (fun e => h2 (hf e))
        rwa [hf.extend_apply, hf.extend_apply] at this
    by_cases hc : ∀ k, k ≠ i.castSucc → k ≠ i.succ → σ k = τ k
    · simp only [bond, Matrix.of_apply, if_pos hc, if_pos (hiff.1 hc), hf.extend_apply]
    · simp only [bond, Matrix.of_apply, if_neg hc, if_neg (fun H => hc (hiff.2 H))]
```

Here $s$ runs over full cluster configurations, whose segment part is overwritten. For a segment of $M$ sites the overcounting is uniform:

$$\sum_s\sum_\sigma F(\sigma\triangleright s)=d^M\sum_sF(s).$$

Exchanging $\sigma$ with the segment part of $s$ is an involution on pairs $(s,\sigma)$, and it turns the left side into $\sum_{s,\sigma}F(s)$.

```lean
/-- Overwriting the sites of a segment in all possible ways, in all cluster configurations,
counts every cluster configuration equally often. -/
theorem sum_extend {M N : ℕ} (f : Fin M → Fin N) (hf : Function.Injective f)
    (F : (Fin N → Fin d) → ℝ) :
    ∑ s, ∑ σ : Fin M → Fin d, F (Function.extend f σ s) =
      (Fintype.card (Fin M → Fin d) : ℝ) * ∑ s, F s := by
  -- exchanging the segment's content with `σ` is an involution
  have hinv : Function.Involutive (fun p : (Fin N → Fin d) × (Fin M → Fin d) =>
      (Function.extend f p.2 p.1, p.1 ∘ f)) := by
    rintro ⟨s, σ⟩
    refine Prod.ext (funext fun x => ?_) (funext fun y => hf.extend_apply _ _ _)
    show Function.extend f (s ∘ f) (Function.extend f σ s) x = s x
    by_cases hx : ∃ y, f y = x
    · obtain ⟨y, rfl⟩ := hx
      exact hf.extend_apply _ _ _
    · rw [Function.extend_apply' _ _ _ hx, Function.extend_apply' _ _ _ hx]
  have hsum := hinv.bijective.sum_comp (fun p => F p.1)
  rw [Fintype.sum_prod_type, Fintype.sum_prod_type] at hsum
  refine hsum.trans ?_
  simp [Finset.mul_sum]
```

The variational bound for each $v_s$ reads

$$E(n)\sum_\sigma|v(\sigma\triangleright s)|^2\le\mathrm{Re}\sum_\sigma \overline{v(\sigma\triangleright s)}\,(H_fv)(\sigma\triangleright s).$$

Summing over $s$ and cancelling $d^{n+1}>0$ gives $E(n)\,v^\dagger v\le\mathrm{Re}\,v^\dagger H_fv$.

```lean
/-- For Hermitian `h`, let `H_f` be the sum of the bonds of an `n`-bond segment placed injectively
in a cluster. For any vector `v` of the cluster, the real part of `v†H_f v` is at least `E(n)` times
`v†v`. -/
theorem segment_bound [NeZero d] (hh : h.IsHermitian) {n N : ℕ} (f : Fin (n + 1) → Fin N)
    (hf : Function.Injective f) (v : (Fin N → Fin d) → ℂ) :
    energy h n * (star v ⬝ᵥ v).re ≤
      (star v ⬝ᵥ (∑ i : Fin n, bond h (f i.castSucc) (f i.succ)) *ᵥ v).re := by
  let G : (Fin N → Fin d) → ℝ := fun t => (star (v t) * v t).re
  let F : (Fin N → Fin d) → ℝ := fun t =>
    (star (v t) * ((∑ i : Fin n, bond h (f i.castSucc) (f i.succ)) *ᵥ v) t).re
  have h1 : ∀ s, energy h n * ∑ σ, G (Function.extend f σ s) ≤
      ∑ σ, F (Function.extend f σ s) := by
    intro s
    have := variational (openChain_isHermitian hh n) (fun τ => v (Function.extend f τ s))
    simp only [dotProduct, Complex.re_sum, Pi.star_apply] at this
    simp only [F, G, segment_action f hf]
    exact this
  have h2 : ∑ s, energy h n * ∑ σ, G (Function.extend f σ s) ≤
      ∑ s, ∑ σ, F (Function.extend f σ s) := Finset.sum_le_sum fun s _ => h1 s
  rw [← Finset.mul_sum, sum_extend f hf G, sum_extend f hf F] at h2
  have hK : (0 : ℝ) < Fintype.card (Fin (n + 1) → Fin d) := by
    exact_mod_cast Fintype.card_pos
  have h3 : energy h n * ∑ s, G s ≤ ∑ s, F s :=
    le_of_mul_le_mul_left (by linarith) hK
  simp only [dotProduct, Complex.re_sum, Pi.star_apply]
  exact h3
```

## Joining chains at a site

Take $f(x)=x$ and $g(x)=m+x$. The segments share site $m$ but no bond, so $H_{m+n}=H_f+H_g$. In a ground state $v$ of $H_{m+n}$,

$$E(m+n)\,v^\dagger v=v^\dagger H_fv+v^\dagger H_gv\ge\bigl(E(m)+E(n)\bigr)v^\dagger v,$$

and $v^\dagger v>0$ can be divided out.

```lean
/-- Superadditivity: for Hermitian `h`, joining two open chains at a common site gives an energy
of at least the sum of their energies. -/
theorem energy_superadditive [NeZero d] (hh : h.IsHermitian) (m n : ℕ) :
    energy h m + energy h n ≤ energy h (m + n) := by
  obtain ⟨v, hv, hev⟩ := (isLeast_eigenvalue (openChain_isHermitian hh (m + n))).1
  change openChain h (m + n) *ᵥ v = (energy h (m + n) : ℂ) • v at hev
  have hpos : 0 < (star v ⬝ᵥ v).re := by
    obtain ⟨x, hx⟩ := Function.ne_iff.1 hv
    have hq : ∀ z : ℂ, (star z * z).re = Complex.normSq z := by
      intro z
      simp [Complex.normSq_apply]
    simp only [dotProduct, Complex.re_sum, Pi.star_apply, hq]
    exact Finset.sum_pos' (fun _ _ => Complex.normSq_nonneg _)
      ⟨x, Finset.mem_univ x, Complex.normSq_pos.2 hx⟩
  -- the left and right segments share site `m`
  let f : Fin (m + 1) → Fin (m + n + 1) := fun x => ⟨x, by omega⟩
  let g : Fin (n + 1) → Fin (m + n + 1) := fun x => ⟨m + x, by omega⟩
  have hf : Function.Injective f := fun x y e => Fin.ext (by simpa [f] using e)
  have hg : Function.Injective g := fun x y e => Fin.ext (by simpa [g] using e)
  have hsplit : openChain h (m + n) = (∑ i : Fin m, bond h (f i.castSucc) (f i.succ)) +
      ∑ i : Fin n, bond h (g i.castSucc) (g i.succ) := by
    rw [openChain, Fin.sum_univ_add]
    rfl
  have hE : (star v ⬝ᵥ openChain h (m + n) *ᵥ v).re =
      energy h (m + n) * (star v ⬝ᵥ v).re := by
    rw [hev, dotProduct_smul, smul_eq_mul, Complex.re_ofReal_mul]
  rw [hsplit, Matrix.add_mulVec, dotProduct_add, Complex.add_re] at hE
  have h1 := segment_bound hh f hf v
  have h2 := segment_bound hh g hg v
  exact le_of_mul_le_mul_right (by linarith) hpos
```

By induction, $k+1$ blocks satisfy $E((k+1)n)\ge(k+1)E(n)$.

```lean
/-- For Hermitian `h`, a chain made of `k + 1` blocks of `n` bonds has at least `k + 1` times the
energy of one block. -/
theorem energy_blocks [NeZero d] (hh : h.IsHermitian) (k n : ℕ) :
    ((k : ℝ) + 1) * energy h n ≤ energy h ((k + 1) * n) := by
  induction k with
  | zero => simp
  | succ k ih =>
    have := energy_superadditive hh ((k + 1) * n) n
    rw [show (k + 1 + 1) * n = (k + 1) * n + n by ring]
    push_cast
    linarith
```

## Convergence of the energy per bond

With every site in state $a$, each bond contributes $h(aa,aa)$, so $E(n)\le n\,\mathrm{Re}\,h(aa,aa)$ and the supremum is finite.

```lean
/-- For Hermitian `h`, the product state with every site in the basis state `a` bounds the energy
from above by `n` times the diagonal element of `h` in the state `aa`. -/
theorem energy_le_product [NeZero d] (hh : h.IsHermitian) (a : Fin d) (n : ℕ) :
    energy h n ≤ n * (h (a, a) (a, a)).re := by
  let σ : Fin (n + 1) → Fin d := fun _ => a
  have hs : star (Pi.single σ (1 : ℂ) : (Fin (n + 1) → Fin d) → ℂ) = Pi.single σ 1 := by
    funext x
    by_cases hx : x = σ <;> simp [hx]
  have h1 := variational (openChain_isHermitian hh n) (Pi.single σ 1)
  rw [hs] at h1
  have h2 : energy h n ≤ (openChain h n σ σ).re := by simpa [energy] using h1
  have h3 : openChain h n σ σ = n * h (a, a) (a, a) := by
    simp [openChain, Matrix.sum_apply, bond, σ]
  rw [h3] at h2
  simpa using h2
```

Call the supremum $e$. Fix $n\ge1$ and write $N=qn+r$ with $0\le r<n$. Then $E(N)\ge qE(n)+E(r)$; dividing by $N$ and letting $N\to\infty$ gives $\liminf E(N)/N\ge E(n)/n$. This holds for every $n$, while $E(N)/N\le e$, so the limit is $e$. The formal proof obtains this from Mathlib's version of Fekete's lemma, `Subadditive.tendsto_lim`, applied to $-E$.

In the statement, `NeZero d` means $d\ge1$, `IsLUB` says that $e$ is the least upper bound, and `Set.Ici 1` restricts it to chains with at least one bond.

```lean
/-- For a Hermitian two-site matrix and local dimension `d ≥ 1`, the open-chain energies are
superadditive in the number of bonds, and the energy per bond converges to its least upper bound
over all chains with at least one bond. -/
theorem energy_per_bond_converges [NeZero d] (hh : h.IsHermitian) :
    (∀ m n, energy h m + energy h n ≤ energy h (m + n)) ∧
      ∃ e : ℝ, IsLUB ((fun n : ℕ => energy h n / n) '' Set.Ici 1) e ∧
        Tendsto (fun n : ℕ => energy h n / n) atTop (𝓝 e) := by
  refine ⟨energy_superadditive hh, ?_⟩
  have hsub : Subadditive (fun n => -energy h n) := by
    intro m n
    have := energy_superadditive hh m n
    show -energy h (m + n) ≤ -energy h m + -energy h n
    linarith
  -- the product state bounds the energy per bond from above
  have hbdd : BddBelow (Set.range fun n : ℕ => -energy h n / n) := by
    refine ⟨min (-(h (0, 0) (0, 0)).re) 0, ?_⟩
    rintro _ ⟨n, rfl⟩
    rcases Nat.eq_zero_or_pos n with rfl | hn
    · simp
    · have hn' : (0 : ℝ) < n := by exact_mod_cast hn
      refine (min_le_left _ _).trans ((le_div_iff₀ hn').2 ?_)
      have := energy_le_product hh 0 n
      linarith
  have ht : Tendsto (fun n : ℕ => energy h n / n) atTop (𝓝 (-hsub.lim)) := by
    simpa [neg_div] using (hsub.tendsto_lim hbdd).neg
  refine ⟨-hsub.lim, ⟨?_, ?_⟩, ht⟩
  · rintro _ ⟨n, hn, rfl⟩
    have hn1 : 1 ≤ n := hn
    have h1 : hsub.lim ≤ -energy h n / n := hsub.lim_le_div hbdd (by omega)
    rw [neg_div] at h1
    show energy h n / n ≤ -hsub.lim
    linarith
  · intro b hb
    refine le_of_tendsto ht ?_
    filter_upwards [eventually_ge_atTop 1] with n hn
    exact hb ⟨n, hn, rfl⟩

end

end OpenClusterEnergy
```

```lean
#print axioms OpenClusterEnergy.energy_blocks
#print axioms OpenClusterEnergy.energy_per_bond_converges
```

```
'OpenClusterEnergy.energy_blocks' depends on axioms: [propext, Classical.choice, Quot.sound]
'OpenClusterEnergy.energy_per_bond_converges' depends on axioms: [propext, Classical.choice, Quot.sound]
```

The limit is taken along finite open chains. Identifying $e$ with the ground-state energy per bond of an infinite chain is a further step. The theorem gives no rate of convergence.

Applying the result to $-h$ gives the corresponding statement for the top of the spectrum: the highest eigenvalue is subadditive in the number of bonds, and its value per bond converges to its infimum.
